# A staggered potential of strength $D$ puts the zero modes of bipartite hopping at $\pm D$ and leaves no eigenvalue between

The sublattices are described here by an operator $G$ with $G^2=1$, not by a lattice with labelled sites. The hopping is a second operator $H_0$, and the only link between the two is

$$H_0G+GH_0=0 .$$

When $G$ is $+1$ on sublattice A and $-1$ on sublattice B, this condition says that $H_0$ connects A only to B: there is no hopping within a sublattice and no on-site energy in $H_0$. The arguments then apply to a chain, a ribbon or a disordered bipartite cluster alike.

The states live in a complex inner product space $V$ of any dimension. In the code, `Module.End ℂ V` is the type of linear operators defined on all of $V$, `*` is their composition, and `LinearMap.IsSymmetric H₀` is the Hermiticity condition $\langle H_0x,y\rangle=\langle x,H_0y\rangle$, which is assumed of the hopping from (b) on. A sublattice sign is Hermitian too, but the proofs never need this, so it is not assumed of $G$.

In Lean 4 with Mathlib:

```lean
import Mathlib

open Module.End

namespace StaggeredEdgeLevels

noncomputable section

variable {V : Type*} [NormedAddCommGroup V] [InnerProductSpace ℂ V]
```

The Hamiltonian adds a real staggered potential $D$ to the hopping:

$$H=H_0+DG .$$

```lean
/-- The Hamiltonian `H₀ + D G`: hopping `H₀` plus a staggered potential of strength `D`,
whose sign on the two sublattices is given by `G`. -/
def staggered (H₀ G : Module.End ℂ V) (D : ℝ) : Module.End ℂ V :=
  H₀ + (D : ℂ) • G
```

With alternating bonds on a chain, $H$ is the non-interacting Rice–Mele Hamiltonian at one fixed set of parameters, and the problems below locate the edge levels that come from exact zero modes of its hopping. The problems do not follow a pump cycle or compute a transported charge. They concern eigenvalues with eigenvectors in $V$, so in infinite dimension they say nothing about continuous spectrum.

## (a) The square of the Hamiltonian

**Task.** Show that the staggered potential only shifts the squared hopping by a constant:

$$H^2=H_0^2+D^2 .$$

**Solution.** Expand the product, keeping the order of the operators:

$$(H_0+DG)^2=H_0^2+D\,(H_0G+GH_0)+D^2G^2 .$$

The bracket vanishes by anticommutation, and $G^2=1$ turns the last term into $D^2$.

```lean
/-- If the hopping anticommutes with the involution `G`, the squared Hamiltonian is
the squared hopping plus the constant `D ^ 2`. -/
theorem staggered_sq {H₀ G : Module.End ℂ V} (hG : G * G = 1)
    (hGH : H₀ * G + G * H₀ = 0) (D : ℝ) :
    staggered H₀ G D * staggered H₀ G D = H₀ * H₀ + ((D : ℂ) ^ 2) • (1 : Module.End ℂ V) := by
  have h : staggered H₀ G D * staggered H₀ G D
      = H₀ * H₀ + (D : ℂ) • (H₀ * G + G * H₀) + ((D : ℂ) ^ 2) • (G * G) := by
    simp only [staggered, mul_add, add_mul, smul_mul_assoc, mul_smul_comm, smul_add,
      smul_smul, pow_two]
    abel
  -- the cross terms cancel
  rw [h, hGH, hG, smul_zero, add_zero]
```

The intermediate statement `h` is the expansion above. The final `rw` inserts the two algebraic hypotheses. Hermiticity plays no part yet.

## (b) How far a state lies above the potential

**Task.** Let $Hv=Ev$, where $E$ may be complex. Show that

$$(E^2-D^2)\,\|v\|^2=\|H_0v\|^2 .$$

**Solution.** Applying $H$ twice gives $H^2v=E^2v$. By (a), $H^2v=H_0^2v+D^2v$, so

$$H_0^2v=(E^2-D^2)\,v .$$

Take the inner product with $v$ on the left. Since $H_0$ is symmetric,

$$(E^2-D^2)\langle v,v\rangle=\langle v,H_0^2v\rangle=\langle H_0v,H_0v\rangle ,$$

which is the claim.

```lean
/-- For a state `v` of energy `E`, the excess of `E ^ 2` over `D ^ 2`, times the squared norm
of `v`, is the squared norm of `H₀ v`. -/
theorem energy_excess {H₀ G : Module.End ℂ V} (hH : LinearMap.IsSymmetric H₀)
    (hG : G * G = 1) (hGH : H₀ * G + G * H₀ = 0) (D : ℝ) {E : ℂ} {v : V}
    (hv : staggered H₀ G D v = E • v) :
    (E ^ 2 - (D : ℂ) ^ 2) * (‖v‖ : ℂ) ^ 2 = (‖H₀ v‖ : ℂ) ^ 2 := by
  have h2 : H₀ (H₀ v) = (E ^ 2 - (D : ℂ) ^ 2) • v := by
    have h := LinearMap.congr_fun (staggered_sq hG hGH D) v
    simp only [Module.End.mul_apply, LinearMap.add_apply, LinearMap.smul_apply,
      Module.End.one_apply, hv, map_smul] at h
    rw [sub_smul, eq_sub_iff_add_eq, ← h, smul_smul, pow_two]
  -- move one factor of the hopping to the other side of the inner product
  have h3 := hH v (H₀ v)
  rw [h2, inner_smul_right, inner_self_eq_norm_sq_to_K, inner_self_eq_norm_sq_to_K] at h3
  exact h3.symm
```

Here `h2` is the equation for $H_0^2v$, and `h3` is the symmetry of $H_0$ applied to the pair $v$, $H_0v$. The energy has type `ℂ` because $H$ itself need not be Hermitian when $G$ is not. The vector $v$ may be zero, in which case both sides vanish.

## (c) The level at $+D$

**Task.** For $D\neq0$, show that

$$Hv=Dv\quad\Longleftrightarrow\quad H_0v=0\ \text{ and }\ Gv=v .$$

**Solution.** Suppose $Hv=Dv$. Putting $E=D$ in (b) gives $\|H_0v\|^2=0$, hence $H_0v=0$. The eigenvalue equation reduces to $D\,Gv=Dv$, and dividing by $D$ gives $Gv=v$.

Conversely, if $H_0v=0$ and $Gv=v$, then $Hv=0+D\,Gv=Dv$.

```lean
/-- For nonzero `D`, the states of energy `D` are exactly the zero modes of the hopping
on which `G` acts as `+1`. -/
theorem mem_level_iff {H₀ G : Module.End ℂ V} (hH : LinearMap.IsSymmetric H₀)
    (hG : G * G = 1) (hGH : H₀ * G + G * H₀ = 0) {D : ℝ} (hD : D ≠ 0) (v : V) :
    v ∈ eigenspace (staggered H₀ G D) (D : ℂ) ↔ H₀ v = 0 ∧ G v = v := by
  have hDc : (D : ℂ) ≠ 0 := Complex.ofReal_ne_zero.mpr hD
  rw [mem_eigenspace_iff]
  constructor
  · intro h
    -- at `E = D` the energy excess vanishes, so the hopping annihilates `v`
    have hw := energy_excess hH hG hGH D h
    rw [sub_self, zero_mul] at hw
    have hn : (‖H₀ v‖ : ℂ) = 0 := (pow_eq_zero_iff two_ne_zero).mp hw.symm
    have h0 : H₀ v = 0 := norm_eq_zero.mp (Complex.ofReal_eq_zero.mp hn)
    simp only [staggered, LinearMap.add_apply, LinearMap.smul_apply, h0, zero_add] at h
    exact ⟨h0, smul_right_injective V hDc h⟩
  · rintro ⟨h0, h1⟩
    simp only [staggered, LinearMap.add_apply, LinearMap.smul_apply, h0, h1, zero_add]
```

The set `eigenspace (staggered H₀ G D) (D : ℂ)` contains all solutions of $Hv=Dv$, including $v=0$. The theorem therefore identifies the states at this level without claiming that there are any. If the hopping has no zero mode with $Gv=v$, the eigenspace is $\{0\}$ and $D$ is not an eigenvalue.

The first half of the proof follows the steps by hand, with `smul_right_injective` performing the division by $D$. That division is where $D\neq0$ is needed: at $D=0$ every zero mode of $H_0$ has energy $0$, whatever $G$ does to it.

## (d) The level at $-D$

**Task.** For $D\neq0$, show that

$$Hv=-Dv\quad\Longleftrightarrow\quad H_0v=0\ \text{ and }\ Gv=-v .$$

**Solution.** Set $G'=-G$ and $D'=-D$. Then $D'G'=DG$, so the Hamiltonian is unchanged. The new operator still satisfies $G'^2=1$ and anticommutes with $H_0$. Part (c) for the primed quantities says that $Hv=D'v$ holds exactly when $H_0v=0$ and $G'v=v$. Written in the old quantities, this is the claim.

```lean
/-- For nonzero `D`, the states of energy `-D` are exactly the zero modes of the hopping
on which `G` acts as `-1`. -/
theorem mem_neg_level_iff {H₀ G : Module.End ℂ V} (hH : LinearMap.IsSymmetric H₀)
    (hG : G * G = 1) (hGH : H₀ * G + G * H₀ = 0) {D : ℝ} (hD : D ≠ 0) (v : V) :
    v ∈ eigenspace (staggered H₀ G D) (-(D : ℂ)) ↔ H₀ v = 0 ∧ G v = -v := by
  -- reversing both `G` and `D` leaves the Hamiltonian unchanged
  have hs : staggered H₀ (-G) (-D) = staggered H₀ G D := by simp [staggered]
  have hG' : (-G) * (-G) = 1 := by rw [neg_mul_neg, hG]
  have hGH' : H₀ * (-G) + (-G) * H₀ = 0 := by
    rw [mul_neg, neg_mul, ← neg_add, hGH, neg_zero]
  have h := mem_level_iff hH hG' hGH' (neg_ne_zero.mpr hD) v
  rw [hs, Complex.ofReal_neg, LinearMap.neg_apply, neg_eq_iff_eq_neg] at h
  exact h
```

The three statements `hs`, `hG'` and `hGH'` record that the Hamiltonian, the involution property and the anticommutation survive the double sign change.

## (e) No eigenvalue closer to zero than $|D|$

**Task.** Show that every eigenvalue $E$ of $H$ satisfies

$$\operatorname{Im}E=0\quad\text{and}\quad |E|\ge|D| .$$

**Solution.** Take an eigenvector $v\neq0$ and divide (b) by $\|v\|^2$:

$$E^2=D^2+\frac{\|H_0v\|^2}{\|v\|^2}=:s ,\qquad s\ \text{real},\quad s\ge D^2\ge0 .$$

Write $E=x+iy$ with $x$ and $y$ real. The imaginary part of $E^2=s$ gives $2xy=0$, and the real part gives $x^2-y^2=s$. If $x=0$, then $-y^2=s\ge0$, which forces $y=0$. If $x\neq0$, then $y=0$ at once. Either way $E=x$ is real, and $x^2=s\ge D^2$ gives $|E|\ge|D|$.

```lean
/-- Every eigenvalue of the Hamiltonian with staggered potential is real and has
absolute value at least `|D|`. -/
theorem energy_bound {H₀ G : Module.End ℂ V} (hH : LinearMap.IsSymmetric H₀)
    (hG : G * G = 1) (hGH : H₀ * G + G * H₀ = 0) (D : ℝ) {E : ℂ}
    (hE : HasEigenvalue (staggered H₀ G D) E) :
    E.im = 0 ∧ |D| ≤ |E.re| := by
  obtain ⟨v, hv⟩ := hE.exists_hasEigenvector
  have hne : (‖v‖ : ℂ) ≠ 0 := Complex.ofReal_ne_zero.mpr (norm_ne_zero_iff.mpr hv.2)
  have hw := energy_excess hH hG hGH D hv.apply_eq_smul
  rw [← eq_div_iff (pow_ne_zero 2 hne)] at hw
  -- the squared energy is a real number not below `D ^ 2`
  have hsq : E ^ 2 = ((D ^ 2 + ‖H₀ v‖ ^ 2 / ‖v‖ ^ 2 : ℝ) : ℂ) := by
    push_cast
    linear_combination hw
  have hq : 0 ≤ ‖H₀ v‖ ^ 2 / ‖v‖ ^ 2 := by positivity
  have hre := congrArg Complex.re hsq
  have him := congrArg Complex.im hsq
  rw [pow_two E, Complex.mul_re, Complex.ofReal_re] at hre
  rw [pow_two E, Complex.mul_im, Complex.ofReal_im] at him
  have hxy : E.re * E.im = 0 := by linarith
  have hy : E.im = 0 := by
    rcases mul_eq_zero.mp hxy with hx | hy
    · rw [hx] at hre
      have h0 : E.im ^ 2 = 0 :=
        le_antisymm (by nlinarith [sq_nonneg D]) (sq_nonneg _)
      exact (pow_eq_zero_iff two_ne_zero).mp h0
    · exact hy
  refine ⟨hy, sq_le_sq.mp ?_⟩
  rw [hy] at hre
  nlinarith
```

The hypothesis `HasEigenvalue` supplies the nonzero eigenvector. The equation for $E^2$ is `hsq`, and its real and imaginary parts are `hre` and `him`. The conclusion is stated as `E.im = 0 ∧ |D| ≤ |E.re|`, and `sq_le_sq` passes from squares to absolute values. The case $D=0$ is allowed, and the bound is then trivial.

For a genuine sublattice sign, $H$ is Hermitian and the reality of $E$ is familiar. The argument here obtains it from the weaker assumptions.

## (f) Where the zero modes go

**Task.** For $D\neq0$, show that the two levels together account for all zero modes of the hopping and for nothing else:

$$\ker(H-D)+\ker(H+D)=\ker H_0 .$$

**Solution.** By (c) and (d), every state at $D$ or $-D$ is annihilated by $H_0$, and so is any sum of such states. This gives one inclusion.

For the other, let $H_0v=0$. Then $H_0Gv=-GH_0v=0$, so $Gv$ is a zero mode as well. Define

$$v_\pm=\tfrac12\,(v\pm Gv) .$$

Both are zero modes, and $v_++v_-=v$. Because $G^2=1$,

$$Gv_\pm=\tfrac12\,(Gv\pm v)=\pm v_\pm .$$

By (c) and (d), $v_+$ lies at energy $D$ and $v_-$ at energy $-D$.

```lean
/-- For nonzero `D`, the states of energy `D` and `-D` together span exactly the space of
zero modes of the hopping. -/
theorem levels_sup_eq_ker {H₀ G : Module.End ℂ V} (hH : LinearMap.IsSymmetric H₀)
    (hG : G * G = 1) (hGH : H₀ * G + G * H₀ = 0) {D : ℝ} (hD : D ≠ 0) :
    eigenspace (staggered H₀ G D) (D : ℂ) ⊔ eigenspace (staggered H₀ G D) (-(D : ℂ))
      = LinearMap.ker H₀ := by
  apply le_antisymm
  · exact sup_le
      (fun v hv => LinearMap.mem_ker.mpr ((mem_level_iff hH hG hGH hD v).mp hv).1)
      (fun v hv => LinearMap.mem_ker.mpr ((mem_neg_level_iff hH hG hGH hD v).mp hv).1)
  · intro v hv
    have h0 : H₀ v = 0 := LinearMap.mem_ker.mp hv
    have hGG : G (G v) = v := by simpa using LinearMap.congr_fun hG v
    have hHG : H₀ (G v) = 0 := by simpa [h0] using LinearMap.congr_fun hGH v
    -- split the zero mode into its two sublattice parts
    refine Submodule.mem_sup.mpr ⟨(1 / 2 : ℂ) • (v + G v), ?_,
      (1 / 2 : ℂ) • (v - G v), ?_, by module⟩
    · refine (mem_level_iff hH hG hGH hD _).mpr ⟨?_, ?_⟩
      · rw [map_smul, map_add, h0, hHG, add_zero, smul_zero]
      · rw [map_smul, map_add, hGG, add_comm]
    · refine (mem_neg_level_iff hH hG hGH hD _).mpr ⟨?_, ?_⟩
      · rw [map_smul, map_sub, h0, hHG, sub_zero, smul_zero]
      · rw [map_smul, map_sub, hGG]
        module
```

The symbol `⊔` is the sum of two subspaces, and `LinearMap.ker H₀` is the space of zero modes. The two calls of `Submodule.mem_sup` and `sup_le` correspond to the two inclusions. For a sublattice sign, $v_+$ and $v_-$ are the parts of the zero mode on A and on B.

## (g) An open chain of three sites

Number the sites $0,1,2$, with $0$ and $2$ on sublattice A and $1$ on sublattice B. From here on, $v$ and $w$ are real hopping amplitudes, $v$ on the bond $0$–$1$ and $w$ on the bond $1$–$2$.

```lean
/-- Hopping on an open chain of three sites, with amplitude `v` on the first bond and
`w` on the second. -/
def trimerHopping (v w : ℝ) : Module.End ℂ (EuclideanSpace ℂ (Fin 3)) where
  toFun x := !₂[(v : ℂ) * x 1, (v : ℂ) * x 0 + (w : ℂ) * x 2, (w : ℂ) * x 1]
  map_add' x y := by ext i; fin_cases i <;> simp <;> ring
  map_smul' c x := by ext i; fin_cases i <;> simp <;> ring
```

The sublattice sign is $+1$ on the outer sites and $-1$ on the middle one.

```lean
/-- The sublattice sign on three sites: `+1` on the outer sites, `-1` on the middle one. -/
def trimerSign : Module.End ℂ (EuclideanSpace ℂ (Fin 3)) where
  toFun x := !₂[x 0, -x 1, x 2]
  map_add' x y := by ext i; fin_cases i <;> simp; ring
  map_smul' c x := by ext i; fin_cases i <;> simp
```

**Task.** Show that this chain satisfies the assumptions made on $H_0$ and $G$, and that

$$H\psi=D\psi\quad\text{for}\quad \psi=(w,\,0,\,-v) .$$

**Solution.** In matrix form,

$$H_0=\begin{pmatrix}0&v&0\\ v&0&w\\ 0&w&0\end{pmatrix},\qquad G=\begin{pmatrix}1&0&0\\ 0&-1&0\\ 0&0&1\end{pmatrix}.$$

The first matrix is real and symmetric, hence Hermitian, and $G^2=1$. The entry of $H_0G+GH_0$ between sites $i$ and $j$ is $(H_0)_{ij}(G_{jj}+G_{ii})$. It vanishes because $H_0$ is nonzero only between sites of opposite sign.

The outer components of $H_0\psi$ vanish because $\psi$ is zero on the middle site. The middle component is $vw+w(-v)=0$. Since $\psi$ lives on sublattice A, $G\psi=\psi$, and therefore $H\psi=D\psi$.

```lean
/-- The three-site chain has symmetric hopping that anticommutes with the sublattice involution, and
the vector `(w, 0, -v)` satisfies the eigenvalue equation at energy `D`. -/
theorem trimer_witness (v w D : ℝ) :
    LinearMap.IsSymmetric (trimerHopping v w) ∧ trimerSign * trimerSign = 1 ∧
    trimerHopping v w * trimerSign + trimerSign * trimerHopping v w = 0 ∧
    staggered (trimerHopping v w) trimerSign D !₂[(w : ℂ), 0, -(v : ℂ)]
      = (D : ℂ) • !₂[(w : ℂ), 0, -(v : ℂ)] := by
  refine ⟨?_, ?_, ?_, ?_⟩
  · intro x y
    simp [trimerHopping, PiLp.inner_apply, Fin.sum_univ_three]
    ring
  · refine LinearMap.ext fun x => ?_
    ext i
    fin_cases i <;> simp [trimerSign]
  · refine LinearMap.ext fun x => ?_
    ext i
    fin_cases i <;> simp [trimerSign, trimerHopping]
  · ext i
    fin_cases i <;> simp [staggered, trimerSign, trimerHopping]
    ring

end

end StaggeredEdgeLevels
```

Each of the four claims is checked component by component, with `fin_cases i` running through the sites in the last three. The eigenvalue equation holds for all real $v,w,D$. For $\psi$ to be a state, at least one amplitude must be nonzero, and the normalised state is then $(w,0,-v)/\sqrt{v^2+w^2}$. Its larger weight is at the end with the weaker bond.

```lean
#print axioms StaggeredEdgeLevels.energy_bound
#print axioms StaggeredEdgeLevels.levels_sup_eq_ker
```

```
'StaggeredEdgeLevels.energy_bound' depends on axioms: [propext, Classical.choice, Quot.sound]
'StaggeredEdgeLevels.levels_sup_eq_ker' depends on axioms: [propext, Classical.choice, Quot.sound]
```

## Amplitudes 3 and 4 with potential 12

Take $v=3$, $w=4$, $D=12$. The normalised zero mode of the hopping is $(0.8,\,0,\,-0.6)$, and it lies at energy $12$. A second eigenvector is $\phi=(3,1,4)/\sqrt{26}$:

$$H\,(3,1,4)=(36+3,\;9-12+16,\;4+48)=13\,(3,1,4) .$$

Part (b) can be tested on it. Since $H_0(3,1,4)=(3,25,4)$, we get $\|H_0\phi\|^2=650/26=25$, which equals $13^2-12^2$. The trace of $H$ is $12$, so the third eigenvalue is $-13$. There is no level at $-12$, because the only zero mode of the hopping lies on sublattice A.

## Diagonalising a longer chain

In a tight-binding code, (e) gives a quick test of a matrix built for a finite, non-interacting bipartite model with staggered potential $D$: the smallest $|E|$ must not fall below $|D|$, up to rounding. A violation means that the matrix breaks one of the assumptions. It may contain a stray on-site term or hopping within a sublattice. The test cannot detect a wrong hopping amplitude between the sublattices as long as the matrix stays Hermitian, since the bound holds for every such amplitude.

An open chain with an even number of sites and all bonds nonzero has no exact zero mode. If the chain is long and its bonds alternate with the weaker ones at both ends, it has a pair of edge states with small hopping energies $\pm\varepsilon$. On the space spanned by this pair, (a) gives $H^2=D^2+\varepsilon^2$, and the trace of $H$ is zero because $G$ exchanges the two energies. The levels therefore appear at $\pm\sqrt{D^2+\varepsilon^2}$, slightly outside $\pm D$.
